# The Gaussian in PW91 exchange brings the gradient coefficient within 0.0001 of 10/81

For a spin-unpolarised system with electron density $n$, let $k_F=(3\pi^2 n)^{1/3}$ be the local Fermi wavevector and $s=|\nabla n|/(2k_F n)$ the reduced density gradient. The exchange enhancement factor of PW91 form, with Gaussian weight $b$, is
$$F_b(s)=\frac{1+L(s)+\left(0.2743-b\,e^{-100s^2}\right)s^2}{1+L(s)+0.004\,s^4},\qquad L(s)=0.19645\,s\,\operatorname{arsinh}(7.7956\,s),$$
where $b=0.1508$ gives the published functional and $b=0$ removes the Gaussian.

```lean
import Mathlib

open Filter Topology

namespace PW91Exchange

noncomputable section

/-- The inverse hyperbolic sine term `L(s)` of the PW91 exchange functional, as a function of
the reduced density gradient `s`. -/
def arsinhTerm (s : ℝ) : ℝ := 0.19645 * s * Real.arsinh (7.7956 * s)

/-- The denominator of the PW91 exchange enhancement factor. -/
def denominator (s : ℝ) : ℝ := 1 + arsinhTerm s + 0.004 * s ^ 4

/-- The exchange enhancement factor of PW91 form with Gaussian weight `b`. The published
functional has `b = 0.1508`, and `b = 0` removes the Gaussian. -/
def enhancement (b s : ℝ) : ℝ :=
  (1 + arsinhTerm s + (0.2743 - b * Real.exp (-100 * s ^ 2)) * s ^ 2) / denominator s

/-- The inverse hyperbolic sine term is nonnegative and at most quadratic in the reduced
gradient. -/
theorem arsinhTerm_bounds (s : ℝ) :
    0 ≤ arsinhTerm s ∧ arsinhTerm s ≤ 1.5315 * s ^ 2 := by
  have key : 0 ≤ s * Real.arsinh (7.7956 * s) ∧
      s * Real.arsinh (7.7956 * s) ≤ s * (7.7956 * s) := by
    rcases le_total 0 s with h | h
    · have h0 : 0 ≤ Real.arsinh (7.7956 * s) :=
        Real.arsinh_nonneg_iff.2 (by positivity)
      have h1 := Real.self_le_sinh_iff.2 h0
      rw [Real.sinh_arsinh] at h1
      exact ⟨mul_nonneg h h0, mul_le_mul_of_nonneg_left h1 h⟩
    · have h0 : Real.arsinh (7.7956 * s) ≤ 0 :=
        Real.arsinh_nonpos_iff.2 (by linarith)
      have h1 := Real.sinh_le_self_iff.2 h0
      rw [Real.sinh_arsinh] at h1
      exact ⟨mul_nonneg_of_nonpos_of_nonpos h h0, mul_le_mul_of_nonpos_left h1 h⟩
  unfold arsinhTerm
  constructor <;> nlinarith [key.1, key.2, sq_nonneg s]

/-- The denominator of the enhancement factor is at least one for every reduced gradient. -/
theorem one_le_denominator (s : ℝ) : 1 ≤ denominator s := by
  have h := (arsinhTerm_bounds s).1
  have h4 : 0 ≤ s ^ 4 := by positivity
  unfold denominator
  linarith

/-- The deviation of the enhancement factor from one, its value for the uniform gas, contains
an exact factor `s ^ 2`. -/
theorem enhancement_sub_one (b s : ℝ) :
    enhancement b s - 1 = s ^ 2 *
      ((0.2743 - b * Real.exp (-100 * s ^ 2) - 0.004 * s ^ 2) / denominator s) := by
  have hD : denominator s ≠ 0 := by linarith [one_le_denominator s]
  unfold enhancement
  rw [div_sub_one hD, ← mul_div_assoc]
  congr 1
  unfold denominator
  ring

/-- For Gaussian weight `b`, the gradient coefficient of the enhancement factor at small
reduced gradient is `0.2743 - b`. -/
theorem gradient_coefficient (b : ℝ) :
    Tendsto (fun s => (enhancement b s - 1) / s ^ 2) (𝓝[≠] 0) (𝓝 (0.2743 - b)) := by
  have hL : Continuous arsinhTerm := by
    show Continuous (fun s : ℝ => 0.19645 * s * Real.arsinh (7.7956 * s))
    exact (continuous_const.mul continuous_id).mul
      (Real.continuous_arsinh.comp (continuous_const.mul continuous_id))
  have hD : Continuous denominator := by
    show Continuous (fun s : ℝ => 1 + arsinhTerm s + 0.004 * s ^ 4)
    exact (continuous_const.add hL).add (by fun_prop)
  -- The quotient left after removing `s ^ 2` is continuous through `s = 0`.
  have hg : Continuous (fun s : ℝ =>
      (0.2743 - b * Real.exp (-100 * s ^ 2) - 0.004 * s ^ 2) / denominator s) :=
    Continuous.div (by fun_prop) hD (fun s => by linarith [one_le_denominator s])
  have h := hg.tendsto' 0 (0.2743 - b) (by simp [denominator, arsinhTerm])
  refine (h.mono_left nhdsWithin_le_nhds).congr' ?_
  filter_upwards [self_mem_nhdsWithin] with s hs
  have hs' : s ≠ 0 := hs
  rw [enhancement_sub_one, mul_div_cancel_left₀ _ (pow_ne_zero 2 hs')]

/-- The PW91 enhancement factor has gradient coefficient `0.1235`, within `0.0001` of `10/81`.
With the Gaussian removed the coefficient is `0.2743`, which differs from `10/81` by more
than `0.15`. -/
theorem gaussian_restores_gradient_coefficient :
    Tendsto (fun s => (enhancement 0.1508 s - 1) / s ^ 2) (𝓝[≠] 0) (𝓝 0.1235) ∧
    |(0.1235 : ℝ) - 10 / 81| < 0.0001 ∧
    Tendsto (fun s => (enhancement 0 s - 1) / s ^ 2) (𝓝[≠] 0) (𝓝 0.2743) ∧
    0.15 < |(0.2743 : ℝ) - 10 / 81| := by
  refine ⟨?_, ?_, ?_, ?_⟩
  · have h := gradient_coefficient 0.1508
    rwa [show (0.2743 - 0.1508 : ℝ) = 0.1235 by norm_num] at h
  · rw [abs_lt]
    constructor <;> norm_num
  · have h := gradient_coefficient 0
    rwa [sub_zero] at h
  · rw [abs_of_pos (by norm_num)]
    norm_num

/-- The gradient coefficient equals `10/81` exactly for one Gaussian weight only,
`b = 0.2743 - 10/81`. -/
theorem exact_coefficient_iff (b : ℝ) :
    Tendsto (fun s => (enhancement b s - 1) / s ^ 2) (𝓝[≠] 0) (𝓝 (10 / 81)) ↔
      b = 0.2743 - 10 / 81 := by
  constructor
  · intro h
    have hu := tendsto_nhds_unique h (gradient_coefficient b)
    linarith
  · intro hb
    have h := gradient_coefficient b
    rwa [show (0.2743 - b : ℝ) = 10 / 81 by linarith] at h

/-- At every reduced gradient, the PW91 enhancement factor differs from its second-order
expansion `1 + 0.1235 s ^ 2` by at most `15.08 s ^ 4`. -/
theorem second_order_remainder (s : ℝ) :
    |enhancement 0.1508 s - 1 - 0.1235 * s ^ 2| ≤ 15.08 * s ^ 4 := by
  have hD : 0 < denominator s := by linarith [one_le_denominator s]
  obtain ⟨hL0, hL1⟩ := arsinhTerm_bounds s
  have hs2 := sq_nonneg s
  have hsL := mul_nonneg hs2 hL0
  have h4 : 0 ≤ s ^ 4 := by positivity
  have h6 : 0 ≤ s ^ 6 := by positivity
  have hE0 := Real.add_one_le_exp (-100 * s ^ 2)
  have hE1 : Real.exp (-100 * s ^ 2) ≤ 1 := Real.exp_le_one_iff.2 (by linarith)
  -- Bound the error of the gradient coefficient at finite `s`.
  have hq : |(0.2743 - 0.1508 * Real.exp (-100 * s ^ 2) - 0.004 * s ^ 2) / denominator s
      - 0.1235| ≤ 15.08 * s ^ 2 := by
    rw [abs_le]
    constructor
    · have h : 0.1235 - 15.08 * s ^ 2 ≤
          (0.2743 - 0.1508 * Real.exp (-100 * s ^ 2) - 0.004 * s ^ 2) / denominator s := by
        rw [le_div_iff₀ hD]
        unfold denominator
        nlinarith [mul_nonneg hs2 (sq_nonneg (s ^ 2 - 1))]
      linarith
    · have h : (0.2743 - 0.1508 * Real.exp (-100 * s ^ 2) - 0.004 * s ^ 2) / denominator s
          ≤ 0.1235 + 15.08 * s ^ 2 := by
        rw [div_le_iff₀ hD]
        unfold denominator
        nlinarith
      linarith
  have e : enhancement 0.1508 s - 1 - 0.1235 * s ^ 2 = s ^ 2 *
      ((0.2743 - 0.1508 * Real.exp (-100 * s ^ 2) - 0.004 * s ^ 2) / denominator s
        - 0.1235) := by
    rw [enhancement_sub_one]
    ring
  rw [e, abs_mul, abs_of_nonneg hs2]
  calc _ ≤ s ^ 2 * (15.08 * s ^ 2) := mul_le_mul_of_nonneg_left hq hs2
    _ = 15.08 * s ^ 4 := by ring

/-- Adding the Gaussian with weight `b` changes the enhancement factor by at most
`|b| s ^ 2 exp (-100 s ^ 2)`. -/
theorem gaussian_correction_bound (b s : ℝ) :
    |enhancement b s - enhancement 0 s| ≤ |b| * s ^ 2 * Real.exp (-100 * s ^ 2) := by
  have h1 := one_le_denominator s
  have hD : 0 < denominator s := by linarith
  have e : enhancement b s - enhancement 0 s =
      -(b * s ^ 2 * Real.exp (-100 * s ^ 2)) / denominator s := by
    unfold enhancement
    rw [← sub_div]
    congr 1
    ring
  rw [e, abs_div, abs_neg, abs_mul, abs_mul, abs_of_nonneg (sq_nonneg s),
    abs_of_pos (Real.exp_pos _), abs_of_pos hD]
  exact div_le_self (by positivity) h1

end

end PW91Exchange
```

```lean
#print axioms PW91Exchange.gaussian_restores_gradient_coefficient
-- 'PW91Exchange.gaussian_restores_gradient_coefficient' depends on axioms: [propext, Classical.choice, Quot.sound]
#print axioms PW91Exchange.exact_coefficient_iff
-- 'PW91Exchange.exact_coefficient_iff' depends on axioms: [propext, Classical.choice, Quot.sound]
#print axioms PW91Exchange.second_order_remainder
-- 'PW91Exchange.second_order_remainder' depends on axioms: [propext, Classical.choice, Quot.sound]
#print axioms PW91Exchange.gaussian_correction_bound
-- 'PW91Exchange.gaussian_correction_bound' depends on axioms: [propext, Classical.choice, Quot.sound]
```

## The enhancement factor as a real function

The three definitions transcribe the formula above: `arsinhTerm` is $L$, `denominator` is the denominator, which we call $D(s)=1+L(s)+0.004\,s^4$, and `enhancement b s` is $F_b(s)$. The decimal constants are exact real numbers, not floating-point approximations.

The variable `s` ranges over all real numbers, although the physical reduced gradient is nonnegative. Since $s\,\operatorname{arsinh}(7.7956\,s)$ is even, so is $F_b$, and the negative half-line adds no new behaviour.

The central statement, `gradient_coefficient`, says that for every real $b$
$$\lim_{s\to0,\;s\neq0}\frac{F_b(s)-1}{s^2}=0.2743-b .$$
In Lean, `𝓝[≠] 0` expresses that $s$ approaches zero without being zero, so the undefined quotient at $s=0$ plays no part.

The theorem `gaussian_restores_gradient_coefficient` puts in the two weights of interest. With $b=0.1508$ the limit is $0.1235$, which lies within $0.0001$ of $10/81=0.123456\ldots$. With $b=0$ it is $0.2743$, which misses $10/81$ by more than $0.15$.

According to `exact_coefficient_iff`, the limit equals $10/81$ exactly when $b=0.2743-10/81=0.150843\ldots$, all other constants being held fixed. The published weight is this number rounded to four decimals, so "restores" means agreement to that rounding.

Two further theorems hold at every $s$, not only in the limit:
$$\left|F_{0.1508}(s)-1-0.1235\,s^2\right|\le15.08\,s^4,\qquad |F_b(s)-F_0(s)|\le|b|\,s^2e^{-100s^2}.$$

## What the gradient coefficient means for exchange

In a generalised gradient approximation for a spin-unpolarised system, the exchange energy is
$$E_x[n]=\int n(\mathbf r)\,\varepsilon_x^{\mathrm{unif}}(n(\mathbf r))\,F(s(\mathbf r))\,d^3r,$$
where $\varepsilon_x^{\mathrm{unif}}$ is the exchange energy per electron of the uniform gas. The value $F=1$ reproduces the local density approximation, and the coefficient of $s^2$ gives the leading correction when the density varies slowly.

The number $10/81$ is the second-order coefficient in the gradient expansion of the exchange energy of a slowly varying electron gas. It is a result of many-body theory, used here as a reference value without its derivation. The constants in the functional are likewise taken as given.

For electronic structure calculations, the result shows that the constant $0.2743$ and the Gaussian weight together set the second-order coefficient of PW91 exchange, while the arsinh term drops out of it. This is a statement about the enhancement factor as a function of one variable. It makes no statement about the integrated energy of a particular density, about correlation, or about the accuracy of the functional for atoms, molecules or solids.

## Removing the factor $s^2$

First we need the denominator to stay away from zero. For $u\ge0$ we have $u\le\sinh u$. Setting $u=\operatorname{arsinh}y$ with $y\ge0$ gives $0\le\operatorname{arsinh}y\le y$. Taking $y=7.7956\,s$ for $s\ge0$ and multiplying by $s$, we get
$$0\le s\,\operatorname{arsinh}(7.7956\,s)\le7.7956\,s^2 .$$
For $s\le0$ the inequalities for arsinh are reversed, and multiplication by the nonpositive $s$ reverses them again, so the same result holds. Multiplying by $0.19645$ gives
$$0\le L(s)\le1.53144562\,s^2\le1.5315\,s^2 .$$
This is `arsinhTerm_bounds`. Its proof splits on the sign of `s`, establishes the two inequalities as `key`, and leaves the constants to `nlinarith`. Because $L(s)$ and $s^4$ are nonnegative, $D(s)\ge1$, which is `one_le_denominator`.

Now subtract one from the enhancement factor. The terms $1+L(s)$ occur in both numerator and denominator, so they cancel in the difference:
$$F_b(s)-1=\frac{(0.2743-b\,e^{-100s^2})s^2-0.004\,s^4}{D(s)}=s^2g_b(s),$$
$$g_b(s)=\frac{0.2743-b\,e^{-100s^2}-0.004\,s^2}{D(s)}.$$
The theorem `enhancement_sub_one` states this identity. Its proof puts the difference over the common denominator and uses `ring` to compare the numerators.

## Taking the limit and solving for the weight

For $s\neq0$, division by $s^2$ leaves exactly $g_b(s)$. This function is continuous because its numerator and denominator are continuous and $D(s)\ge1$. Since $L(0)=0$ and $D(0)=1$,
$$\lim_{s\to0}g_b(s)=g_b(0)=0.2743-b .$$

The proof of `gradient_coefficient` follows the same path. It establishes continuity of $L$, $D$ and $g_b$ in `hL`, `hD` and `hg`, and evaluates $g_b$ at zero. It then restricts the limit to nonzero `s`, where the original quotient and $g_b$ agree by the factorisation.

Inserting $b=0.1508$ gives $0.2743-0.1508=0.1235$, and inserting $b=0$ gives $0.2743$. The comparisons with $10/81$ are rational arithmetic, carried out by `norm_num`.

For the exact condition, suppose the limit is $10/81$. It is also $0.2743-b$, and a function has at most one limit here, so $0.2743-b=10/81$. Solving for $b$ gives the stated weight, and substituting that weight back proves the converse. In Lean, `tendsto_nhds_unique` supplies the uniqueness.

## Controlling the error at finite gradient

Write $x=s^2$ and $E=e^{-100x}$, and set $b=0.1508$. Then $g_{0.1508}=N/D$ with
$$N=0.2743-0.1508\,E-0.004\,x,\qquad D=1+L+0.004\,x^2 .$$
The exponential satisfies $1-100x\le E\le1$. The aim is to show $|N/D-0.1235|\le15.08\,x$.

For the upper bound, the lower estimate of $E$ gives
$$N\le0.1235+15.08\,x-0.004\,x\le0.1235+15.08\,x\le(0.1235+15.08\,x)D,$$
where the last step uses $D\ge1$. Dividing by $D$ yields $N/D\le0.1235+15.08\,x$.

For the lower bound, $E\le1$ gives $N\ge0.1235-0.004\,x$. With $L\le1.5315\,x$ we obtain
$$N-0.1235\,D\ge-0.004\,x-0.1235\,(1.5315\,x+0.004\,x^2)\ge-0.1932\,x-0.000494\,x^2 .$$
It remains to compare this with $-15.08\,xD$. Since $L\ge0$,
$$15.08\,xD\ge15.08\,x+0.06032\,x^3 .$$
From $x(x-1)^2\ge0$ we have $x^2\le(x+x^3)/2$, so
$$0.1932\,x+0.000494\,x^2\le0.1932\,x+0.000247\,(x+x^3)\le15.08\,x+0.06032\,x^3 .$$
Therefore $N-0.1235\,D\ge-15.08\,xD$, and division by $D$ gives the lower bound.

Finally, the factorisation gives
$$F_{0.1508}(s)-1-0.1235\,s^2=s^2\left(\frac ND-0.1235\right),$$
and multiplying the estimate by $s^2$ produces $15.08\,s^4$. In `second_order_remainder`, the estimate in parentheses is `hq`. The two `nlinarith` calls carry out the polynomial comparisons, and the first receives $x(x-1)^2\ge0$ as a hint.

The effect of the Gaussian follows by subtracting two enhancement factors with the same denominator:
$$F_b(s)-F_0(s)=-\frac{b\,s^2e^{-100s^2}}{D(s)} .$$
Taking absolute values and using $D(s)\ge1$ proves `gaussian_correction_bound`. For $b=0.1508$ this bound is largest at $s=0.1$, where it is about $0.000555$, so the Gaussian barely changes the value of the enhancement factor at any gradient. What it does change is the coefficient of $s^2$ near $s=0$, and its effect dies out once $s$ is well above $0.1$.

## From the uniform gas to $s=0.1$

At $s=0$ the density gradient vanishes, as it does everywhere in the uniform gas. Here $L(0)=0$ and $D(0)=1$, so $F_b(0)=1$ for every $b$: the Gaussian leaves the uniform-gas value alone and changes only how the factor departs from it. Both finite-gradient bounds then read $0\le0$.

For a nonzero example, take $s=0.1$, where the Gaussian exponent is $-1$. Rounded values are
$$\operatorname{arsinh}(0.77956)\approx0.71663,\qquad L\approx0.014078,\qquad D\approx1.014079 .$$
With $e^{-1}\approx0.367879$, the published weight gives
$$\frac{F_{0.1508}(0.1)-1}{0.1^2}\approx\frac{0.2743-0.055476-0.00004}{1.014079}\approx0.2157 .$$
Thus $F_{0.1508}(0.1)\approx1.002157$. Its distance from $1+0.1235\,s^2=1.001235$ is about $0.00092$, below the bound $15.08\,s^4=0.001508$.

Without the Gaussian, the quotient at the same point is about $0.2705$. The two enhancement factors differ by about $0.000547$, just under the bound $0.1508\,s^2e^{-1}\approx0.000555$.

The quotient $0.2157$ is still far from $0.1235$. At $s=0.01$ it has fallen to about $0.1250$. Near $s=0$, the coefficient $0.1235$ therefore gives a good account of $F_{0.1508}(s)-1$ while $s$ is small compared with $0.1$, the scale on which the Gaussian decays.
